# In the forbidden region, a discretised orbital tail with positive matching value is unique and strictly decreasing

Let $n$ be a natural number, $c>0$, and $q_1,\dots,q_n\ge 0$. The system

$$(2+q_i)P_i=P_{i-1}+P_{i+1}\quad(1\le i\le n),\qquad P_0=c,\qquad P_{n+1}=0$$

has exactly one solution, and that solution satisfies $P_0>P_1>\dots>P_n>P_{n+1}=0$. Strictly positive $q_i$ are a special case. For an atomic orbital at a fixed trial energy in a fixed local potential, this means that the three-point scheme on a finite uniform mesh gives a well-defined, nodeless tail beyond the classical turning point.

In Lean 4 with Mathlib:

```lean
import Mathlib

namespace DiscreteOrbitalTail

noncomputable section
```

## From the radial equation to a three-point system

In atomic units, the reduced radial function $P(r)=rR(r)$ of an electron with angular momentum $\ell$ and energy $E$ in a local potential $V$ obeys

$$P''(r)=w(r)P(r),\qquad w(r)=\frac{\ell(\ell+1)}{r^2}+2\bigl(V(r)-E\bigr).$$

For a bound orbital, the classical turning point meant here is the outermost radius at which $w$ changes sign; beyond it $w>0$, and the electron is in the classically forbidden region. (For $\ell\ge 1$ there is also an inner turning point, closer to the nucleus.) Take a uniform mesh $r_i=r_0+ih$ with spacing $h$, starting from a matching point $r_0$ and running outwards. Replacing $P''(r_i)$ by $(P_{i+1}-2P_i+P_{i-1})/h^2$ gives

$$P_{i+1}-2P_i+P_{i-1}=q_iP_i,\qquad q_i=h^2w(r_i),$$

which is the system above. The condition $q_i\ge 0$ says that every interior mesh point lies in the forbidden region or exactly at its edge. The number $c$ is the amplitude at which the tail joins the inner part of the orbital, and the condition $P_{n+1}=0$ is a hard wall that stands in for decay at infinity.

The structure `IsTail n q c P` collects these conditions. Both `q` and `P` are functions from the natural numbers to the reals, although only $q_1,\dots,q_n$ enter the equations. The field `inner` is the matching condition. The field `radial` is the difference equation with its index shifted by one: for $i<n$ it reads $(2+q_{i+1})P_{i+1}=P_i+P_{i+2}$, so that $i+1$ runs over the interior points. The field `wall` sets $P_i=0$ at the wall and at every later index. This convention fixes the values that the physical problem leaves open, and it makes uniqueness an equality of whole functions.

```lean
/-- A discretised orbital tail: value `c` at the matching point `0`, a hard wall at mesh
point `n + 1`, and the three-point radial equation at the `n` points in between. -/
structure IsTail (n : ℕ) (q : ℕ → ℝ) (c : ℝ) (P : ℕ → ℝ) : Prop where
  inner : P 0 = c
  wall : ∀ i, n + 1 ≤ i → P i = 0
  radial : ∀ i, i < n → (2 + q (i + 1)) * P (i + 1) = P i + P (i + 2)
```

The quantities $q_i$ are given data here. The derivation of the difference equation from the differential equation, the discretisation error, the determination of $E$ by matching slopes at $r_0$, and any self-consistent update of $V$ are not part of the statements. Nonlocal exchange, which would add further terms to the equation, is absent from the model.

## Integrating from the wall

The system is a boundary-value problem, but it can be solved by a recursion that starts at the wall. Let $y_k$ be a trial solution at $k$ mesh steps from the wall, with $y_0=0$ and the arbitrary normalisation $y_1=1$. The point that lies $k+1$ steps from the wall has mesh index $n-k$. Solving the difference equation there for the value one step further in gives

$$y_{k+2}=(2+q_{n-k})\,y_{k+1}-y_k .$$

This is `inward n q k`. After $n$ uses of the recursion, $k=0,\dots,n-1$, the integration has passed through $q_n,\dots,q_1$ and reached the matching point with the value $y_{n+1}$.

```lean
/-- Inward integration: start with the values `0` and `1` at the wall and its neighbour, and
step towards the matching point; the argument counts mesh steps from the wall. -/
def inward (n : ℕ) (q : ℕ → ℝ) : ℕ → ℝ
  | 0 => 0
  | 1 => 1
  | k + 2 => (2 + q (n - k)) * inward n q (k + 1) - inward n q k
```

## The trial solution grows towards the matching point

The recursion can be rewritten in terms of increments:

$$y_{k+2}-y_{k+1}=(y_{k+1}-y_k)+q_{n-k}\,y_{k+1}.$$

The first increment is $y_1-y_0=1$. Suppose that $y_k\ge 0$ and $y_{k+1}-y_k\ge 1$. Then $y_{k+1}\ge 1$, the term $q_{n-k}y_{k+1}$ is nonnegative, and the next increment is again at least $1$. By induction,

$$y_k\ge 0,\qquad y_{k+1}\ge y_k+1\qquad(0\le k\le n).$$

In particular $y_{n+1}\ge 1$, so the trial solution doesn't vanish at the matching point.

The lemma `inward_growth` proves both inequalities together, because each is needed for the next step of the other. In its proof `r` is the recursion, `hm` is the inequality $q_{n-k}y_{k+1}\ge 0$, and `linarith` adds up the increments. The calls to `omega` check the index bounds, among them that $n-k$ lies between $1$ and $n$, where the sign of $q$ is known.

```lean
variable {n : ℕ} {q : ℕ → ℝ} {c : ℝ} {P : ℕ → ℝ}

/-- Where `q` is nonnegative, the inward integration stays nonnegative and grows by at least
one unit at each step. -/
theorem inward_growth (hq : ∀ i, 1 ≤ i → i ≤ n → 0 ≤ q i) (k : ℕ) (hk : k ≤ n) :
    0 ≤ inward n q k ∧ inward n q k + 1 ≤ inward n q (k + 1) := by
  induction k with
  | zero => simp [inward]
  | succ k ih =>
    obtain ⟨h0, h1⟩ := ih (by omega)
    have r : inward n q (k + 1 + 1)
        = (2 + q (n - k)) * inward n q (k + 1) - inward n q k := rfl
    have hpos : 0 ≤ inward n q (k + 1) := by linarith
    have hm := mul_nonneg (hq (n - k) (by omega) (by omega)) hpos
    refine ⟨hpos, ?_⟩
    rw [r]
    linarith
```

## Every tail is a rescaled trial solution

Let $P$ be any solution. Read from the wall, it obeys the same recursion as $y$, but starts from $P_{n+1}=0$ and $P_n$ in place of $0$ and $1$. Linearity then suggests that, for $0\le k\le n$,

$$P_{n+1-k}=P_n\,y_k,\qquad P_{n-k}=P_n\,y_{k+1}.$$

For $k=0$ these are $P_{n+1}=0$ and $P_n=P_n$. If they hold for some $k<n$, the difference equation at the point $n-k$ gives

$$P_{n-k-1}=(2+q_{n-k})P_{n-k}-P_{n+1-k}
=P_n\bigl[(2+q_{n-k})y_{k+1}-y_k\bigr]=P_n\,y_{k+2},$$

which is the new relation needed for $k+1$. At $k=n$ the second relation becomes $c=P_0=P_n\,y_{n+1}$. Since $y_{n+1}>0$, this fixes $P_n=c/y_{n+1}$, and therefore

$$P_i=\frac{c}{y_{n+1}}\,y_{n+1-i}\qquad(0\le i\le n+1).$$

The right-hand side contains only the data $n$, $q$ and $c$, so there is at most one solution.

In `tail_eq_inward`, the statement `key` is the pair of relations, proved by induction on $k$. The hypothesis `e` is the difference equation at $n-k$; `rw` inserts the two relations for $k$ into it, and `linear_combination -e` solves it for $P_{n-k-1}$. The formula is stated for every natural number `i`. Beyond the wall it still holds, because subtraction of natural numbers stops at zero: there `n + 1 - i` is $0$ and $y_0=0$. The lemma places no restriction on the sign of $c$.

```lean
/-- For nonnegative `q`, every tail is the inward integration rescaled to the value `c` at the
matching point. -/
theorem tail_eq_inward (hq : ∀ i, 1 ≤ i → i ≤ n → 0 ≤ q i) (h : IsTail n q c P) (i : ℕ) :
    P i = c / inward n q (n + 1) * inward n q (n + 1 - i) := by
  -- the radial equation, read from the wall, is the inward recursion
  have key : ∀ k, k ≤ n →
      P (n + 1 - k) = P n * inward n q k ∧ P (n - k) = P n * inward n q (k + 1) := by
    intro k
    induction k with
    | zero =>
      intro _
      exact ⟨by simp [inward, h.wall (n + 1) le_rfl], by simp [inward]⟩
    | succ k ih =>
      intro hk
      obtain ⟨h1, h2⟩ := ih (by omega)
      have e := h.radial (n - (k + 1)) (by omega)
      rw [show n - (k + 1) + 1 = n - k by omega,
        show n - (k + 1) + 2 = n + 1 - k by omega, h1, h2] at e
      have r : inward n q (k + 1 + 1)
          = (2 + q (n - k)) * inward n q (k + 1) - inward n q k := rfl
      refine ⟨by rw [show n + 1 - (k + 1) = n - k by omega]; exact h2, ?_⟩
      rw [r]
      linear_combination -e
  have hy : 0 < inward n q (n + 1) := by
    have := inward_growth hq n le_rfl
    linarith [this.1, this.2]
  -- the matching condition fixes the scale
  have h0 := (key n le_rfl).2
  rw [Nat.sub_self, h.inner] at h0
  by_cases hi : i ≤ n
  · have hk := (key (n - i) (by omega)).2
    rw [show n - (n - i) = i by omega, show n - i + 1 = n + 1 - i by omega] at hk
    rw [hk, h0, mul_div_cancel_right₀ _ hy.ne']
  · rw [h.wall i (by omega), show n + 1 - i = 0 by omega]
    simp [inward]
```

## Growth inwards is decrease outwards

The explicit formula turns the growth of $y$ into the shape of the tail. For $0\le i\le n$,

$$P_i-P_{i+1}=\frac{c}{y_{n+1}}\bigl(y_{n+1-i}-y_{n-i}\bigr)\ge\frac{c}{y_{n+1}}>0,$$

and, since $y_{n+1-i}\ge 1$, also $P_i\ge c/y_{n+1}>0$. The orbital has no node before the wall, and each step outwards lowers it. This is where $c>0$ is used; it fixes the overall sign of the orbital.

The theorem `tail_pos_decreasing` states the two inequalities for each `i ≤ n`. Its last comparison, at $i=n$, is between the final interior point and the wall. For $n=0$ there are no interior points, and the statement reduces to $c>0$ and $P_1=0<c=P_0$. In the proof, `hs` is the positivity of the scale factor $c/y_{n+1}$, and `g0` and `g1` are the growth inequalities at $k=n-i$.

```lean
/-- A tail with `c > 0` and nonnegative `q` is positive at every mesh point before the wall
and strictly decreases from each such point to the next. -/
theorem tail_pos_decreasing (hq : ∀ i, 1 ≤ i → i ≤ n → 0 ≤ q i) (hc : 0 < c)
    (h : IsTail n q c P) (i : ℕ) (hi : i ≤ n) : 0 < P i ∧ P (i + 1) < P i := by
  have hn := inward_growth hq n le_rfl
  have hy : 0 < inward n q (n + 1) := by linarith [hn.1, hn.2]
  have hs : 0 < c / inward n q (n + 1) := div_pos hc hy
  obtain ⟨g0, g1⟩ := inward_growth hq (n - i) (by omega)
  rw [tail_eq_inward hq h i, tail_eq_inward hq h (i + 1),
    show n + 1 - (i + 1) = n - i by omega, show n + 1 - i = n - i + 1 by omega]
  exact ⟨mul_pos hs (by linarith), mul_lt_mul_of_pos_left (by linarith) hs⟩
```

## The rescaled trial solution solves the system

So far a solution has been assumed. To obtain one, define $P_i=(c/y_{n+1})\,y_{n+1-i}$ up to the wall and $P_i=0$ beyond it. At the matching point,

$$P_0=\frac{c}{y_{n+1}}\,y_{n+1}=c,$$

and at the wall $P_{n+1}=(c/y_{n+1})\,y_0=0$. For $0\le i<n$, the recursion with $k=n-(i+1)$ reads

$$y_{n+1-i}=(2+q_{i+1})\,y_{n-i}-y_{n-i-1}.$$

Multiplying by $c/y_{n+1}$ gives $P_i=(2+q_{i+1})P_{i+1}-P_{i+2}$, which is the difference equation at the point $i+1$.

The theorem `existsUnique_tail` combines the results. Its first part, `∃! P, IsTail n q c P`, says that exactly one function satisfies all three conditions. Its second part says that any such function is positive before the wall and strictly decreasing from the matching point up to the wall. The proof supplies the rescaled trial solution, checks the three fields in the order of the structure, and takes uniqueness from `tail_eq_inward`. The rewriting of `r` translates distances from the wall into mesh indices before `linear_combination` multiplies the recursion by the scale factor.

```lean
/-- For `c > 0` and nonnegative `q` the discretised radial equation has exactly one tail, and
this tail is positive before the wall and strictly decreasing up to it. -/
theorem existsUnique_tail (hq : ∀ i, 1 ≤ i → i ≤ n → 0 ≤ q i) (hc : 0 < c) :
    (∃! P, IsTail n q c P) ∧
      ∀ P, IsTail n q c P → ∀ i, i ≤ n → 0 < P i ∧ P (i + 1) < P i := by
  have hn := inward_growth hq n le_rfl
  have hy : 0 < inward n q (n + 1) := by linarith [hn.1, hn.2]
  refine ⟨⟨fun i => c / inward n q (n + 1) * inward n q (n + 1 - i), ?_, ?_⟩,
    fun P h i hi => tail_pos_decreasing hq hc h i hi⟩
  · -- the rescaled inward integration solves the system
    refine ⟨?_, ?_, ?_⟩
    · change c / inward n q (n + 1) * inward n q (n + 1) = c
      exact div_mul_cancel₀ c hy.ne'
    · intro i hi

      rw [show n + 1 - i = 0 by omega]
      simp [inward]
    · intro i hi
      have r : inward n q (n - (i + 1) + 2)
          = (2 + q (n - (n - (i + 1)))) * inward n q (n - (i + 1) + 1)
            - inward n q (n - (i + 1)) := rfl
      rw [show n - (n - (i + 1)) = i + 1 by omega,
        show n - (i + 1) + 2 = n + 1 - i by omega,
        show n - (i + 1) + 1 = n + 1 - (i + 1) by omega,
        show n - (i + 1) = n + 1 - (i + 2) by omega] at r
      linear_combination (-(c / inward n q (n + 1))) * r
  · intro Q hQ
    funext i
    exact tail_eq_inward hq hQ i
```

## A lower bound on $q$ gives geometric decay

Suppose that $q_i\ge\kappa\ge 0$ at all interior points. Physically, $\kappa/h^2$ is a lower bound on $w$, that is, on twice the amount by which the effective potential, centrifugal term included, exceeds the energy. For $0\le i<n$, the difference equation and the decrease $P_{i+2}<P_{i+1}$ give

$$(2+q_{i+1})P_{i+1}=P_i+P_{i+2}<P_i+P_{i+1},$$

so that, because $P_{i+1}>0$,

$$(1+\kappa)P_{i+1}\le(1+q_{i+1})P_{i+1}<P_i .$$

Each mesh step damps the orbital by at least the factor $1+\kappa$. Starting from $P_0=c$, repeated use gives

$$P_i\le\frac{c}{(1+\kappa)^i}\qquad(0\le i\le n).$$

In `tail_geometric_decay` the inequality `hstep` is the damping over one step, and the `calc` block multiplies it by $(1+\kappa)^i$ and applies the induction hypothesis. This is an upper bound at fixed mesh spacing and not the asymptotic decay rate of the orbital: since $\kappa$ scales as $h^2$, the bound at a fixed distance weakens as the mesh is refined.

```lean
/-- If `c > 0` and `q` is at least `κ ≥ 0` at all interior points, then at every mesh point `i`
before the wall the tail is bounded above by the geometric decay `c / (1 + κ) ^ i`. -/
theorem tail_geometric_decay {κ : ℝ} (hκ : 0 ≤ κ) (hq : ∀ i, 1 ≤ i → i ≤ n → κ ≤ q i)
    (hc : 0 < c) (h : IsTail n q c P) (i : ℕ) (hi : i ≤ n) :
    P i ≤ c / (1 + κ) ^ i := by
  have hq0 : ∀ i, 1 ≤ i → i ≤ n → 0 ≤ q i := fun i h1 h2 => hκ.trans (hq i h1 h2)
  have hb : 0 < 1 + κ := by linarith
  rw [le_div_iff₀ (pow_pos hb i)]
  induction i with
  | zero => simp [h.inner]
  | succ i ih =>
    obtain ⟨hp, hd⟩ := tail_pos_decreasing hq0 hc h (i + 1) hi
    have hd' : P (i + 2) < P (i + 1) := hd
    have e := h.radial i (by omega)
    have hm := mul_le_mul_of_nonneg_right (hq (i + 1) (by omega) hi) hp.le
    -- one mesh step damps the orbital by at least the factor 1 + κ
    have hstep : P (i + 1) * (1 + κ) ≤ P i := by linarith
    calc P (i + 1) * (1 + κ) ^ (i + 1) = P (i + 1) * (1 + κ) * (1 + κ) ^ i := by ring
      _ ≤ P i * (1 + κ) ^ i := mul_le_mul_of_nonneg_right hstep (pow_pos hb i).le
      _ ≤ c := ih (by omega)
```

## A classically allowed region can leave no solution

A negative $q_i$ means that the mesh point lies where the classical motion is allowed and $P$, where it is nonzero, curves towards the axis instead of away from it. Existence can then fail. Take $n=2$ and $q_1=q_2=-1$. The two equations are

$$P_1=P_0+P_2=c+P_2,\qquad P_2=P_1+P_3=P_1 .$$

Inserting the second into the first gives $c=0$. For a nonzero matching value there is therefore no solution. In terms of the inward integration, $y_2=1$ and $y_3=0$: the trial solution has a node exactly at the matching point, and no rescaling can give it the value $c$.

The theorem `no_tail_of_negative_q` states this for every `c ≠ 0`. It shows that the existence result fails if the sign condition on $q$ is removed altogether; it doesn't say that every negative $q$ destroys the solution.

```lean
/-- With two interior points and `q = -1` at both, no tail exists for any nonzero matching
value `c`. -/
theorem no_tail_of_negative_q (hc : c ≠ 0) : ¬ ∃ P, IsTail 2 (fun _ => -1) c P := by
  rintro ⟨P, h⟩
  have e0 : (2 + (-1 : ℝ)) * P 1 = P 0 + P 2 := h.radial 0 (by norm_num)
  have e1 : (2 + (-1 : ℝ)) * P 2 = P 1 + P 3 := h.radial 1 (by norm_num)
  have e3 : P 3 = 0 := h.wall 3 (by norm_num)
  have e := h.inner
  exact hc (by linarith)

end

end DiscreteOrbitalTail
```

```lean
#print axioms DiscreteOrbitalTail.existsUnique_tail
#print axioms DiscreteOrbitalTail.tail_geometric_decay
#print axioms DiscreteOrbitalTail.no_tail_of_negative_q
```

```
'DiscreteOrbitalTail.existsUnique_tail' depends on axioms: [propext, Classical.choice, Quot.sound]
'DiscreteOrbitalTail.tail_geometric_decay' depends on axioms: [propext, Classical.choice, Quot.sound]
'DiscreteOrbitalTail.no_tail_of_negative_q' depends on axioms: [propext, Classical.choice, Quot.sound]
```
